# The Helmholtz free energy of a quantum harmonic oscillator as the logarithm of a hyperbolic sine

For a single quantum harmonic oscillator of frequency `w > 0` at inverse temperature `β > 0`, with ħ = 1, the free energy is defined here as the zero-point energy `w / 2` plus the thermal part log(1 − e^(−βw))/β. The theorem states that this sum equals log(2 sinh(βw/2))/β. It is an identity between two closed formulas; the free energy is not derived from a partition function. The proof factors 2 sinh(βw/2) as e^(βw/2)(1 − e^(−βw)), splits the logarithm of the product, and divides by `β`. Splitting the logarithm uses the fact that the second factor is nonzero, which the proof gets from its positivity, `hpos`.

An attempt in Lean 4 with a fault in it:

```lean
import Mathlib

open Filter Topology Matrix

namespace FreeEnergyEq

noncomputable section

/-- Helmholtz free energy of a quantum oscillator of frequency `w > 0` at inverse temperature
`β > 0`: zero-point energy plus thermal part (with `ħ = 1`). -/
def freeEnergy (β w : ℝ) : ℝ := w / 2 + Real.log (1 - Real.exp (-(β * w))) / β

/-- For `β, w > 0` the oscillator free energy equals `log (2 sinh (β w / 2)) / β`. -/
theorem freeEnergy_eq {β w : ℝ} (hβ : 0 < β) (hw : 0 < w) :
    freeEnergy β w = Real.log (2 * Real.sinh (β * w / 2)) / β := by
  have hpos : 0 < 1 - Real.exp (-(β * w)) :=
    sub_pos.mpr (Real.exp_lt_one (neg_lt_zero.mpr (mul_pos hβ hw)))
  have e : Real.exp (-(β * w / 2)) = Real.exp (β * w / 2) * Real.exp (-(β * w)) := by
    rw [← Real.exp_add]
    congr 1
    ring
  have f : 2 * Real.sinh (β * w / 2) =
      Real.exp (β * w / 2) * (1 - Real.exp (-(β * w))) := by
    rw [Real.sinh_eq, e]
    ring
  rw [f, Real.log_mul (Real.exp_ne_zero _) hpos.ne', Real.log_exp, add_div, freeEnergy]
  congr 1
  field_simp

end

end FreeEnergyEq
```

Lean reports:

```
Main.lean:17:17: error(lean.unknownIdentifier): Unknown constant `Real.exp_lt_one`
```

What went wrong. The message says that Lean knows no constant called `Real.exp_lt_one`. The name was used in the proof of `hpos`, to pass from −(βw) < 0 to e^(−βw) < 1, from which `sub_pos.mpr` gives 0 < 1 − e^(−βw). The mathematics of this step is sound, and only the lemma name fails to resolve.

The repair uses `Real.exp_lt_one_iff`, which states the fact as an equivalence: the exponential of a real number is less than 1 exactly when that number is negative. Since an equivalence is not itself a function from one side to the other, `.mpr` is added to select the direction from the negative exponent to the bound on the exponential. The argument `neg_lt_zero.mpr (mul_pos hβ hw)` already proves that the exponent is negative, so it stays as it was.

After these edits no error is left:

```diff
@@ -15,5 +15,5 @@
     freeEnergy β w = Real.log (2 * Real.sinh (β * w / 2)) / β := by
   have hpos : 0 < 1 - Real.exp (-(β * w)) :=
-    sub_pos.mpr (Real.exp_lt_one (neg_lt_zero.mpr (mul_pos hβ hw)))
+    sub_pos.mpr (Real.exp_lt_one_iff.mpr (neg_lt_zero.mpr (mul_pos hβ hw)))
   have e : Real.exp (-(β * w / 2)) = Real.exp (β * w / 2) * Real.exp (-(β * w)) := by
     rw [← Real.exp_add]
```
